# A spinless particle on a uniform nearest-neighbour ring of three or more sites has degenerate levels exactly when the flux phase is a multiple of π

Take a spinless particle that hops with amplitude -t between neighbouring sites of a six-site ring. Diagonalise its Hamiltonian numerically at zero flux, and the solver may return two real standing waves for the levels at energy -t. Neither carries a current. The two travelling waves at the same energy carry opposite currents, and any mixture of them is an equally valid output. A current read off from a single eigenvector then depends on the solver. A small flux through the ring separates the two levels, but a flux phase of π, which is half a flux quantum, makes other levels coincide. We therefore need to know exactly which fluxes leave the spectrum free of degeneracy.

## Plane waves and their crossings

Number the sites j = 0, …, n-1, with addition modulo n, and let n ≥ 3. One particle hops between neighbours with strength t > 0. The flux φ is the total phase collected around the ring, so that 2π is one flux quantum, and it is spread evenly over the bonds:

(Hψ)(j) = -t exp(iφ/n) ψ(j+1) - t exp(-iφ/n) ψ(j-1).

For k = 0, …, n-1 take the plane wave

uₖ(j) = exp(2πi k j/n).

Here k is an integer label; the wave number of many textbooks is 2πk/n. A step j → j±1 multiplies uₖ by exp(±2πi k/n), also across the bond that closes the ring, because exp(2πi k) = 1. Hence

(Huₖ)(j) = -t [exp(i(2πk+φ)/n) + exp(-i(2πk+φ)/n)] uₖ(j) = Eₖ uₖ(j),

Eₖ = -2t cos((2πk+φ)/n).

The overlap of uₖ and uₗ is the geometric sum Σⱼ zʲ with z = exp(2πi(l-k)/n). For k = l it equals n. For k ≠ l we have z ≠ 1 and zⁿ = 1, so it equals (zⁿ-1)/(z-1) = 0. The normalised states are thus uₖ/√n. If Σₗ cₗuₗ = 0, the overlap with uₖ gives n cₖ = 0, so the n waves are linearly independent and form a basis of the n-dimensional state space.

Now let k ≠ l and Eₖ = Eₗ. Two cosines agree exactly when their angles are equal or opposite modulo 2π. Equal angles give l - k = mn with m an integer, which is impossible for different labels between 0 and n-1. Opposite angles give

(2πl+φ)/n = 2πm - (2πk+φ)/n,

that is,

φ = (mn - k - l)π.

These steps can be reversed, so this is the exact condition for a crossing of k and l. In particular, every crossing lies at an integer multiple of π.

Conversely, let φ = mπ, where m now denotes this multiple. We look for different labels with k + l ≡ -m modulo n. If m is not divisible by n, take k = 0 and l ≡ -m. If it is, take k = 1 and l = n-1, which differ because n ≥ 3. Then k + l + m = nq for some integer q, so φ = (qn - k - l)π and the two levels cross.

Away from these fluxes the eigenvectors are fixed up to a factor. Write ψ = Σₖ cₖuₖ with Hψ = Eψ and ψ ≠ 0. Comparing coefficients gives cₖ(Eₖ - E) = 0 for each k. Some cₖ is non-zero, so E = Eₖ; every other level differs from E, so every other coefficient vanishes.

## The ring as a matrix over ZMod n

Both sites and momentum labels are elements of `ZMod n`, the integers modulo n, which builds in the periodic boundary.

In Lean 4 with Mathlib:

```lean
import Mathlib

open Matrix
open scoped Real

namespace FluxRingLevels

noncomputable section

variable {n : ℕ}
```

The matrix entry with row `i` and column `j` is the amplitude from site `j` to site `i`. The two contributions are added, so for n = 2, where both bonds join the same pair of sites, the hopping amplitude is -2t cos(φ/2).

```lean
/-- The Hamiltonian of a ring of `n` sites (`n` nonzero) threaded by the flux `φ`. For `n ≥ 3` the
amplitude from site `j + 1` to site `j` is `-t exp(iφ/n)`, and the amplitude back is
`-t exp(-iφ/n)`; for `n = 1` and `n = 2` these two terms fall on the same entry and are added. -/
def ringHamiltonian (n : ℕ) (t φ : ℝ) : Matrix (ZMod n) (ZMod n) ℂ :=
  Matrix.of fun i j =>
    (if j = i + 1 then -(t : ℂ) * Complex.exp (Complex.I * φ / n) else 0) +
    (if j = i - 1 then -(t : ℂ) * Complex.exp (-(Complex.I * φ / n)) else 0)
```

The plane wave is left unnormalised. In it and in the energy, `k.val` is the representative of `k` between 0 and n-1.

```lean
/-- The plane wave `exp(2πi k j / n)` on the ring, for nonzero `n`. -/
def planeWave (k : ZMod n) : ZMod n → ℂ :=
  fun j => Complex.exp (2 * π * Complex.I * (k.val * j.val) / n)

/-- The energy `-2t cos((2πk + φ)/n)` of the momentum label `k`, for nonzero `n`. -/
def energy (t φ : ℝ) (k : ZMod n) : ℝ :=
  -2 * t * Real.cos ((2 * π * k.val + φ) / n)
```

The model has identical sites, nearest-neighbour hopping and a single spinless particle. That a real ring in a magnetic field may be replaced by this matrix, with the field acting only through the hopping phase, is a physical assumption. For non-interacting particles on such a ring, φ can also be read as the twist angle of a simulation with twisted boundary conditions: the periodic choice φ = 0 and the antiperiodic choice φ = π both have degenerate levels when n ≥ 3.

## Translation, energy and orthogonality

The supporting results hold for every n ≥ 1. The first identifies the plane wave with Mathlib's additive character, evaluated at the product `k * j` in `ZMod n`. Reducing that product modulo n changes the exponent by a multiple of 2πi only.

```lean
variable [NeZero n]

/-- A plane wave is the standard additive character of the ring evaluated at `k j`. -/
theorem planeWave_eq_char (k j : ZMod n) : planeWave k j = ZMod.stdAddChar (k * j) := by
  have h := ZMod.stdAddChar_coe (N := n) ((k.val * j.val : ℕ) : ℤ)
  simp only [Nat.cast_mul, Int.cast_mul, Int.cast_natCast, ZMod.natCast_zmod_val] at h
  rw [h, planeWave]
```

Since a character turns sums into products, a shift by one site becomes a phase factor.

```lean
/-- Moving by one site multiplies the plane wave `k` by the phase `exp(2πi k / n)`. -/
theorem planeWave_translate (k j : ZMod n) :
    planeWave k (j + 1) = Complex.exp (2 * π * Complex.I * k.val / n) * planeWave k j := by
  have h := ZMod.stdAddChar_coe (N := n) (k.val : ℤ)
  simp only [Int.cast_natCast, ZMod.natCast_zmod_val] at h
  rw [planeWave_eq_char, planeWave_eq_char, ← h, ← AddChar.map_add_eq_mul]
  congr 1
  ring
```

For the eigenvalue equation, `hm` supplies the shift in the opposite direction and `hH` reduces the matrix product to the two neighbours. The identities `e1` and `e2` combine the flux phase with the translation phase, and the definition of the cosine finishes the calculation.

```lean
/-- Each plane wave is an eigenvector of the ring Hamiltonian with energy
`-2t cos((2πk + φ)/n)`. -/
theorem hamiltonian_planeWave (t φ : ℝ) (k : ZMod n) :
    ringHamiltonian n t φ *ᵥ planeWave k = (energy t φ k : ℂ) • planeWave k := by
  ext j
  have hm : planeWave k (j - 1) =
      Complex.exp (-(2 * π * Complex.I * k.val / n)) * planeWave k j := by
    have h := planeWave_translate k (j - 1)
    rw [sub_add_cancel] at h
    rw [h, ← mul_assoc, ← Complex.exp_add, neg_add_cancel, Complex.exp_zero, one_mul]
  -- only the two neighbours of site `j` contribute
  have hH : (ringHamiltonian n t φ *ᵥ planeWave k) j =
      -(t : ℂ) * Complex.exp (Complex.I * φ / n) * planeWave k (j + 1) +
      -(t : ℂ) * Complex.exp (-(Complex.I * φ / n)) * planeWave k (j - 1) := by
    simp [ringHamiltonian, Matrix.mulVec, dotProduct, add_mul, Finset.sum_add_distrib, ite_mul]
  have e1 : Complex.exp ((2 * π * k.val + φ) / n * Complex.I) =
      Complex.exp (Complex.I * φ / n) * Complex.exp (2 * π * Complex.I * k.val / n) := by
    rw [← Complex.exp_add]
    congr 1
    ring
  have e2 : Complex.exp (-((2 * π * k.val + φ) / n) * Complex.I) =
      Complex.exp (-(Complex.I * φ / n)) *
        Complex.exp (-(2 * π * Complex.I * k.val / n)) := by
    rw [← Complex.exp_add]
    congr 1
    ring
  rw [hH, planeWave_translate, hm]
  simp only [Pi.smul_apply, smul_eq_mul, energy]
  push_cast
  rw [Complex.cos, e1, e2]
  ring
```

The overlap is likewise turned into a character sum. `AddChar.sum_mulShift` does the work of the geometric series: the sum is n when `l - k` is zero and vanishes otherwise.

```lean
/-- Plane waves of different momenta are orthogonal, and each has squared norm `n`. -/
theorem planeWave_orthogonal (k l : ZMod n) :
    ∑ j, star (planeWave k j) * planeWave l j = if k = l then (n : ℂ) else 0 := by
  have h : ∀ j, star (planeWave k j) * planeWave l j = ZMod.stdAddChar (j * (l - k)) := by
    intro j
    rw [planeWave_eq_char, planeWave_eq_char, ← starRingEnd_apply,
      ← AddChar.map_neg_eq_conj, ← AddChar.map_add_eq_mul]
    congr 1
    ring
  rw [Finset.sum_congr rfl (fun j _ => h j),
    AddChar.sum_mulShift _ (ZMod.isPrimitive_stdAddChar n)]
  by_cases hkl : k = l
  · subst hkl
    simp [ZMod.card]
  · have h' : l - k ≠ 0 := sub_ne_zero.2 (Ne.symm hkl)
    simp [hkl, h']
```

Linear independence follows by projecting a vanishing combination on the wave `k`, which leaves `c k * n = 0`. The last line counts dimensions to obtain the span.

```lean
/-- The `n` plane waves are linearly independent and span all states of the ring. -/
theorem planeWave_basis :
    LinearIndependent ℂ (planeWave (n := n)) ∧
      Submodule.span ℂ (Set.range (planeWave (n := n))) = ⊤ := by
  have li : LinearIndependent ℂ (planeWave (n := n)) := by
    rw [Fintype.linearIndependent_iff]
    intro c hc k
    -- project the vanishing combination on the plane wave `k`
    have h : ∑ j, star (planeWave k j) * (∑ l, c l • planeWave l) j = 0 := by
      rw [hc]
      simp
    have h2 : ∑ j, star (planeWave k j) * (∑ l, c l • planeWave l) j = c k * n := by
      calc _ = ∑ l, c l * ∑ j, star (planeWave k j) * planeWave l j := by
            simp only [Finset.sum_apply, Pi.smul_apply, smul_eq_mul, Finset.mul_sum]
            rw [Finset.sum_comm]
            exact Finset.sum_congr rfl fun _ _ => Finset.sum_congr rfl fun _ _ => by ring
        _ = c k * n := by simp only [planeWave_orthogonal]; simp
    rw [h2] at h
    exact (mul_eq_zero.1 h).resolve_right (Nat.cast_ne_zero.2 (NeZero.ne n))
  exact ⟨li, li.span_eq_top_of_card_eq_finrank' (by simp)⟩
```

## Where two levels meet

The next theorem gives the crossing fluxes of each pair of labels. `Real.cos_eq_cos_iff` produces the two cases of the derivation. In the first, the equation between real numbers is carried over to the integers and then to `ZMod n`, where it says `k = l`, against the hypothesis. The second is solved for φ.

```lean
/-- For `t > 0`, the levels of two different momenta `k` and `l` cross exactly at the fluxes
`φ = (m n - k - l) π` with `m` an integer. -/
theorem levels_cross_iff {t φ : ℝ} (ht : 0 < t) {k l : ZMod n} (hkl : k ≠ l) :
    energy t φ k = energy t φ l ↔ ∃ m : ℤ, φ = (m * n - k.val - l.val) * π := by
  have hn : (n : ℝ) ≠ 0 := Nat.cast_ne_zero.2 (NeZero.ne n)
  have ht' : -2 * t ≠ 0 := by linarith [ht] |> ne_of_lt
  unfold energy
  rw [mul_right_inj' ht', Real.cos_eq_cos_iff]
  constructor
  · rintro ⟨m, h | h⟩
    · -- equal angles modulo `2π` would force equal momenta
      rw [div_eq_iff hn, add_mul, div_mul_cancel₀ _ hn] at h
      have h1 : (l.val : ℝ) = m * n + k.val :=
        mul_left_cancel₀ Real.pi_ne_zero (by linear_combination h / 2)
      have h2 : (l.val : ℤ) = m * n + k.val := by exact_mod_cast h1
      have h3 := congrArg (Int.cast : ℤ → ZMod n) h2
      simp only [Int.cast_add, Int.cast_mul, Int.cast_natCast, ZMod.natCast_zmod_val,
        ZMod.natCast_self, mul_zero, zero_add] at h3
      exact absurd h3.symm hkl
    · rw [div_eq_iff hn, sub_mul, div_mul_cancel₀ _ hn] at h
      exact ⟨m, by linear_combination h / 2⟩
  · rintro ⟨m, h⟩
    refine ⟨m, Or.inr ?_⟩
    rw [div_eq_iff hn, sub_mul, div_mul_cancel₀ _ hn]
    linear_combination 2 * h
```

The main theorem joins three statements for n ≥ 3 and t > 0: the plane waves are linearly independent and span the space; each is an eigenvector with the stated energy; and the map from label to energy is injective, meaning that the n energies are pairwise distinct, if and only if φ ≠ mπ for every integer m.

In the proof, the forward direction assumes distinct levels and a flux mπ, and builds the crossing pair. The labels `1` and `-1` serve when m is zero modulo n; if they were equal, n would divide 2. The integer `q` is the one used above. The backward direction reads the multiple of π directly from `levels_cross_iff`.

```lean
/-- For `n ≥ 3` and `t > 0`, the plane waves are a basis of eigenvectors with energies
`-2t cos((2πk + φ)/n)`, and these energies are pairwise distinct exactly when the flux `φ` is
not an integer multiple of `π`. -/
theorem ring_spectrum (hn : 3 ≤ n) {t : ℝ} (ht : 0 < t) (φ : ℝ) :
    (LinearIndependent ℂ (planeWave (n := n)) ∧
      Submodule.span ℂ (Set.range (planeWave (n := n))) = ⊤) ∧
    (∀ k : ZMod n, ringHamiltonian n t φ *ᵥ planeWave k = (energy t φ k : ℂ) • planeWave k) ∧
    (Function.Injective (energy (n := n) t φ) ↔ ∀ m : ℤ, φ ≠ m * π) := by
  refine ⟨planeWave_basis, hamiltonian_planeWave t φ, ?_, ?_⟩
  · intro hinj m hm
    -- two different momenta whose sum is `-m` modulo `n`
    obtain ⟨k, l, hkl, hs⟩ : ∃ k l : ZMod n, k ≠ l ∧ k + l = -(m : ZMod n) := by
      by_cases h0 : -(m : ZMod n) = 0
      · refine ⟨1, -1, fun h => ?_, by rw [h0, add_neg_cancel]⟩
        have h2 : ((2 : ℕ) : ZMod n) = 0 := by
          push_cast
          linear_combination h
        have := Nat.le_of_dvd (by norm_num) ((CharP.cast_eq_zero_iff (ZMod n) n 2).1 h2)
        omega
      · exact ⟨0, -(m : ZMod n), Ne.symm h0, zero_add _⟩
    have hz : ((k.val + l.val + m : ℤ) : ZMod n) = 0 := by
      simp only [Int.cast_add, Int.cast_natCast, ZMod.natCast_zmod_val]
      rw [hs, neg_add_cancel]
    obtain ⟨q, hq⟩ := (CharP.intCast_eq_zero_iff (ZMod n) n _).1 hz
    have hq' : (k.val + l.val + m : ℝ) = n * q := by exact_mod_cast hq
    exact hkl (hinj ((levels_cross_iff ht hkl).2 ⟨q, by linear_combination hm + π * hq'⟩))
  · intro h k l he
    by_contra hkl
    obtain ⟨m, hm⟩ := (levels_cross_iff ht hkl).1 he
    exact h (m * n - k.val - l.val) (by push_cast; exact hm)
```

## Eigenvectors away from the crossings

When φ is not a multiple of π, an arbitrary eigenvector is proportional to one plane wave, so the ambiguity of the opening example is gone except for a scalar factor. The eigenvalue `E` is allowed to be complex at the start and turns out to be one of the real energies. The step `key` is the coefficient equation cₖ(Eₖ - E) = 0, and `levels_cross_iff` removes all coefficients but one.

```lean
/-- If `t > 0` and the flux is not an integer multiple of `π`, every eigenvector of the ring
Hamiltonian is a multiple of a single plane wave and has the energy of that wave. -/
theorem eigenvector_is_planeWave {t φ : ℝ} (ht : 0 < t) (hφ : ∀ m : ℤ, φ ≠ m * π)
    {E : ℂ} {ψ : ZMod n → ℂ} (hψ : ψ ≠ 0) (h : ringHamiltonian n t φ *ᵥ ψ = E • ψ) :
    ∃ k : ZMod n, E = energy t φ k ∧ ∃ c : ℂ, ψ = c • planeWave k := by
  obtain ⟨li, sp⟩ := planeWave_basis (n := n)
  have hmem : ψ ∈ Submodule.span ℂ (Set.range (planeWave (n := n))) := by
    rw [sp]
    trivial
  obtain ⟨c, hc⟩ := (Submodule.mem_span_range_iff_exists_fun ℂ).1 hmem
  -- compare the coefficients of `H ψ` and `E ψ`
  have key : ∀ k, c k * ((energy t φ k : ℂ) - E) = 0 := by
    refine Fintype.linearIndependent_iff.1 li _ ?_
    have h2 := map_sum (ringHamiltonian n t φ).mulVecLin
      (fun k => c k • planeWave k) Finset.univ
    simp only [Matrix.mulVecLin_apply, Matrix.mulVec_smul, hamiltonian_planeWave] at h2
    rw [hc, h] at h2
    calc ∑ k, (c k * ((energy t φ k : ℂ) - E)) • planeWave k
        = ∑ k, c k • (energy t φ k : ℂ) • planeWave k - E • ∑ k, c k • planeWave k := by
          rw [Finset.smul_sum, ← Finset.sum_sub_distrib]
          exact Finset.sum_congr rfl fun k _ => by module
      _ = 0 := by rw [← h2, hc, sub_self]
  have hex : ∃ k, c k ≠ 0 := by
    by_contra! h0
    apply hψ
    rw [← hc]
    simp [h0]
  obtain ⟨k, hk⟩ := hex
  have hE := sub_eq_zero.1 ((mul_eq_zero.1 (key k)).resolve_left hk)
  refine ⟨k, hE.symm, c k, ?_⟩
  rw [← hc]
  refine Finset.sum_eq_single k (fun l _ hlk => ?_) (by simp)
  have hl0 : c l = 0 := by
    by_contra hl
    have hl' := sub_eq_zero.1 ((mul_eq_zero.1 (key l)).resolve_left hl)
    have he : energy t φ l = energy t φ k := by exact_mod_cast hl'.trans hE.symm
    obtain ⟨m, hm⟩ := (levels_cross_iff ht hlk).1 he
    exact hφ (m * n - l.val - k.val) (by push_cast; exact hm)
  rw [hl0, zero_smul]
```

## Two sites at zero flux

For n = 2 and φ = 0 the energies are -2t and 2t. They differ although the flux is a multiple of π, so the bound n ≥ 3 in the main theorem can't be relaxed to n ≥ 2. The proof inserts φ = 0 in the crossing condition, which would require k + l to be even for two different labels out of 0 and 1.

```lean
/-- For two sites and `t > 0` the two energies at zero flux are distinct. -/
theorem two_sites_distinct {t : ℝ} (ht : 0 < t) :
    Function.Injective (energy (n := 2) t 0) := by
  intro k l he
  by_contra hkl
  obtain ⟨m, hm⟩ := (levels_cross_iff ht hkl).1 he
  have h1 := (mul_eq_zero.1 hm.symm).resolve_right Real.pi_ne_zero
  have h2 : m * 2 - (k.val : ℤ) - l.val = 0 := by exact_mod_cast h1
  have hk := ZMod.val_lt k
  have hl := ZMod.val_lt l
  have hv : k.val ≠ l.val := fun h => hkl (ZMod.val_injective 2 h)
  omega

end

end FluxRingLevels
```

```lean
#print axioms FluxRingLevels.ring_spectrum
-- 'FluxRingLevels.ring_spectrum' depends on axioms: [propext, Classical.choice, Quot.sound]
#print axioms FluxRingLevels.eigenvector_is_planeWave
-- 'FluxRingLevels.eigenvector_is_planeWave' depends on axioms: [propext, Classical.choice, Quot.sound]
#print axioms FluxRingLevels.two_sites_distinct
-- 'FluxRingLevels.two_sites_distinct' depends on axioms: [propext, Classical.choice, Quot.sound]
```
